# Static response of a one-angle mean-field model diverges as its orbital Hessian vanishes

## Two levels without coupling

Two electrons share the orbital $\cos\tfrac t2\,\phi_1+\sin\tfrac t2\,\phi_2$, built from orthonormal orbitals $\phi_1$ and $\phi_2$ with energies $-D/2$ and $D/2$, where $D>0$. The rotation angle $t$, here and in the Lean file, is thus twice the angle by which the orbitals mix. A perturbation with matrix element $-x/2$ between $\phi_1$ and $\phi_2$, and zero diagonal elements, favours mixing. The energy is $-D\cos t-x\sin t$, with minimum $-\sqrt{D^2+x^2}$. The energy gained by relaxing is therefore

$$\sqrt{D^2+x^2}-D=\frac{x^2}{D+\sqrt{D^2+x^2}}\approx\frac{x^2}{2D}.$$

For small $x$ the gain is $x^2$ over twice the stiffness, and the stiffness is the curvature $D$ at $t=0$.

## Coupling softens the rotation

A mean-field coupling $K$ adds a term that rewards mixing when $K>0$:

$$E(t)=-D\cos t-\tfrac K2\sin^2 t-x\sin t,\qquad m(x)=\min_t E(t).$$

The slope is $E'(t)=D\sin t-K\sin t\cos t-x\cos t$. At $x=0$ its derivative at $t=0$, the orbital Hessian, is $D-K$. When $K$ exceeds $D$ this curvature is negative, and the unperturbed energy, even in $t$, falls equally to both sides: the unmixed solution $t=0$ is unstable.

Coupled-perturbed mean-field calculations solve linear equations containing the orbital Hessian; in this one-angle model the perturbation drives the soft rotation directly, and the response blows up as the Hessian goes to zero.

## The response coefficient and its pole

For $D\ge 0$ and $K<D$, `static_response` states that $m(0)=-D$ and

$$\frac{m(x)+D}{x^2}\to-\frac1{2(D-K)}\qquad(x\to0,\ x\ne0).$$

The condition $K<D$ means that the orbital Hessian at $t=0$ is positive. The range $0<K<D$ is included.

In Lean, `energy D K x t` is $E(t)$, and `minEnergy D K x` is $m(x)$, defined as an infimum over all real angles. The filter `𝓝[≠] 0` lets $x$ approach zero from both sides without reaching it. The coefficient multiplies $x^2$ directly; writing $m(x)\approx-D-\tfrac12p\,x^2$ instead gives a polarizability $p=1/(D-K)$.

Two further theorems take $D>0$. In `response_diverges`, `α K` is any function that equals the limit above for $0<K<D$, so it is minus half the polarizability $p$, and it tends to $-\infty$ as $K\to D$ from below. In `critical_response`, $K=D$ exactly, and the quotient itself tends to $-\infty$ as $x\to0$.

The model has a single real rotation angle and a static perturbation. Its energy is postulated, not derived from a many-electron Hamiltonian.

## Two bounds that meet

**Lower bound.** Since $\sin^2t+(1-\cos t)^2=2(1-\cos t)$,

$$E+D=\tfrac{D-K}2\sin^2t+\tfrac D2(1-\cos t)^2-x\sin t.$$

Drop the middle term, which is non-negative, and complete the square:

$$E+D\ge\tfrac{D-K}2\Bigl(\sin t-\tfrac x{D-K}\Bigr)^2-\tfrac{x^2}{2(D-K)}\ge-\tfrac{x^2}{2(D-K)}.$$

**Upper bound.** Try $t=\arcsin y$ with $|y|\le1$, so $\cos t=\sqrt{1-y^2}$. From

$$(1-y^2)-\Bigl(1-\tfrac{y^2}2-\tfrac{y^4}2\Bigr)^2=(1-y^2)\Bigl(\tfrac{3y^4}4+\tfrac{y^6}4\Bigr)\ge0$$

it follows that $\cos t\ge1-\tfrac{y^2}2-\tfrac{y^4}2$, hence

$$m(x)+D\le\tfrac{D-K}2y^2+\tfrac D2y^4-xy.$$

For $|x|\le D-K$, choose $y=x/(D-K)$:

$$m(x)+D\le-\frac{x^2}{2(D-K)}+\frac{Dx^4}{2(D-K)^4}.$$

At $x=0$ both bounds vanish, so $m(0)=-D$. For $x\ne0$, divide by $x^2$; the bounds then share the stated limit.

**At $K=D$.** The quadratic term is gone. For any $M>0$, take $y=2Mx$ with $x$ small enough that $|y|\le1$:

$$m(x)+D\le8DM^4x^4-2Mx^2\le-Mx^2\quad\text{once }8DM^3x^2\le1.$$

As $M$ is arbitrary, the quotient has no lower bound near $x=0$ and tends to $-\infty$.

## The Lean file

```lean
import Mathlib

open Filter Topology

namespace MeanFieldResponse

noncomputable section

/-- Mean-field energy of a two-orbital model at orbital rotation angle `t`, with orbital
splitting `D`, coupling `K` and perturbation strength `x`. -/
def energy (D K x t : ℝ) : ℝ :=
  -D * Real.cos t - K / 2 * Real.sin t ^ 2 - x * Real.sin t

/-- The orbital gradient: the slope of the mean-field energy along the rotation angle. -/
def slope (D K x t : ℝ) : ℝ :=
  D * Real.sin t - K * Real.sin t * Real.cos t - x * Real.cos t

/-- The relaxed energy `m(x)`: the infimum of the mean-field energy over all real angles. -/
def minEnergy (D K x : ℝ) : ℝ := ⨅ t, energy D K x t

/-- The relaxed energy is attained at some angle, so it is a true minimum. -/
theorem minEnergy_isLeast (D K x : ℝ) :
    IsLeast (Set.range (energy D K x)) (minEnergy D K x) := by
  have hc : Continuous (energy D K x) := by
    unfold energy
    fun_prop
  have hp : Function.Periodic (energy D K x) (2 * Real.pi) := by
    intro t
    simp only [energy, Real.cos_add_two_pi, Real.sin_add_two_pi]
  have hk := hp.compact_of_continuous (by positivity) hc
  exact hk.isLeast_sInf (Set.range_nonempty _)

/-- `slope` is the derivative of the energy with respect to the angle, and the orbital Hessian
of the unperturbed model at `t = 0` is `D - K`. -/
theorem orbital_hessian (D K : ℝ) :
    (∀ x t, HasDerivAt (energy D K x) (slope D K x t) t) ∧
      HasDerivAt (slope D K 0) (D - K) 0 := by
  constructor
  · intro x t
    have h := (((Real.hasDerivAt_cos t).const_mul (-D)).fun_sub
      (((Real.hasDerivAt_sin t).fun_pow 2).const_mul (K / 2))).fun_sub
      ((Real.hasDerivAt_sin t).const_mul x)
    have e : (2 : ℕ) - 1 = 1 := rfl
    refine h.congr_deriv ?_
    simp only [slope, e, pow_one, Nat.cast_ofNat]
    ring
  · have h := (((Real.hasDerivAt_sin 0).const_mul D).fun_sub
      (((Real.hasDerivAt_sin 0).const_mul K).fun_mul (Real.hasDerivAt_cos 0))).fun_sub
      ((Real.hasDerivAt_cos 0).const_mul 0)
    exact h.congr_deriv (by simp)

/-- Variational upper bound for `D ≥ 0`, from a trial rotation whose sine is `y`, `|y| ≤ 1`. -/
theorem minEnergy_le_trial {D y : ℝ} (K x : ℝ) (hD : 0 ≤ D) (hy : |y| ≤ 1) :
    minEnergy D K x + D ≤ (D - K) / 2 * y ^ 2 + D / 2 * y ^ 4 - x * y := by
  obtain ⟨h1, h2⟩ := abs_le.1 hy
  have hm : minEnergy D K x ≤ energy D K x (Real.arcsin y) :=
    (minEnergy_isLeast D K x).2 ⟨_, rfl⟩
  rw [energy, Real.sin_arcsin h1 h2, Real.cos_arcsin] at hm
  -- a polynomial lower bound for the cosine of the trial angle
  have hu : 0 ≤ 1 - y ^ 2 := by nlinarith
  have hp : 0 ≤ (1 - y ^ 2) * (3 * y ^ 4 / 4 + y ^ 6 / 4) :=
    mul_nonneg hu (by positivity)
  have hs : (1 - y ^ 2 / 2 - y ^ 4 / 2) ^ 2 ≤ 1 - y ^ 2 := by nlinarith [hp]
  have hc : 1 - y ^ 2 / 2 - y ^ 4 / 2 ≤ √(1 - y ^ 2) :=
    (le_abs_self _).trans (Real.abs_le_sqrt hs)
  have hDc := mul_le_mul_of_nonneg_left hc hD
  linarith

/-- For `D ≥ 0` and `K < D`, second-order perturbation theory bounds the relaxed energy from
below at every perturbation strength. -/
theorem minEnergy_lower {D K : ℝ} (x : ℝ) (hD : 0 ≤ D) (hK : K < D) :
    -(x ^ 2 / (2 * (D - K))) ≤ minEnergy D K x + D := by
  obtain ⟨t, ht⟩ := (minEnergy_isLeast D K x).1
  rw [← ht, energy]
  have hd : 0 < D - K := sub_pos.2 hK
  have hne : D - K ≠ 0 := hd.ne'
  have h1 : D * (1 - Real.cos t) =
      D / 2 * Real.sin t ^ 2 + D / 2 * (1 - Real.cos t) ^ 2 := by
    linear_combination (-(D / 2)) * Real.sin_sq_add_cos_sq t
  have h2 : 0 ≤ D / 2 * (1 - Real.cos t) ^ 2 := by positivity
  -- complete the square in the sine of the angle
  have h3 : (D - K) / 2 * Real.sin t ^ 2 - x * Real.sin t + x ^ 2 / (2 * (D - K)) =
      (D - K) / 2 * (Real.sin t - x / (D - K)) ^ 2 := by
    field_simp
    ring
  have h4 : 0 ≤ (D - K) / 2 * (Real.sin t - x / (D - K)) ^ 2 := by positivity
  linarith

/-- For `D ≥ 0`, `K < D` and `|x| ≤ D - K`, the relaxed energy exceeds its second-order estimate
by at most a quartic term in the perturbation. -/
theorem minEnergy_upper {D K x : ℝ} (hD : 0 ≤ D) (hK : K < D) (hx : |x| ≤ D - K) :
    minEnergy D K x + D ≤
      -(x ^ 2 / (2 * (D - K))) + D * x ^ 4 / (2 * (D - K) ^ 4) := by
  have hd : 0 < D - K := sub_pos.2 hK
  have hne : D - K ≠ 0 := hd.ne'
  have hy : |x / (D - K)| ≤ 1 := by
    rw [abs_div, abs_of_pos hd, div_le_iff₀ hd, one_mul]
    exact hx
  refine (minEnergy_le_trial K x hD hy).trans (le_of_eq ?_)
  field_simp
  ring

/-- Static response of the mean-field energy: for `D ≥ 0` and `K < D`, `m(0) = -D` and
`(m(x) + D) / x²` tends to `-1 / (2 (D - K))` as the perturbation is switched off. -/
theorem static_response {D K : ℝ} (hD : 0 ≤ D) (hK : K < D) :
    minEnergy D K 0 = -D ∧
      Tendsto (fun x => (minEnergy D K x + D) / x ^ 2) (𝓝[≠] 0)
        (𝓝 (-1 / (2 * (D - K)))) := by
  have hd : 0 < D - K := sub_pos.2 hK
  constructor
  · have h1 := minEnergy_lower 0 hD hK
    have h2 := minEnergy_upper (x := 0) hD hK (by rw [abs_zero]; exact hd.le)
    norm_num at h1 h2
    linarith
  · have hup : Tendsto (fun x : ℝ => -1 / (2 * (D - K)) + D / (2 * (D - K) ^ 4) * x ^ 2)
        (𝓝[≠] 0) (𝓝 (-1 / (2 * (D - K)))) := by
      have hc : Continuous
          (fun x : ℝ => -1 / (2 * (D - K)) + D / (2 * (D - K) ^ 4) * x ^ 2) := by
        fun_prop
      refine ((hc.tendsto 0).mono_left nhdsWithin_le_nhds).trans_eq ?_
      norm_num
    -- squeeze between the two bounds
    refine tendsto_of_tendsto_of_tendsto_of_le_of_le' tendsto_const_nhds hup ?_ ?_
    · filter_upwards [self_mem_nhdsWithin] with x hx
      have hx0 : x ≠ 0 := hx
      have hx2 : 0 < x ^ 2 := by positivity
      rw [le_div_iff₀ hx2]
      refine le_trans (le_of_eq ?_) (minEnergy_lower x hD hK)
      ring
    · filter_upwards [self_mem_nhdsWithin,
        mem_nhdsWithin_of_mem_nhds (Metric.ball_mem_nhds (0 : ℝ) hd)] with x hx hb
      have hx0 : x ≠ 0 := hx
      have hx2 : 0 < x ^ 2 := by positivity
      rw [Metric.mem_ball, Real.dist_eq, sub_zero] at hb
      rw [div_le_iff₀ hx2]
      refine (minEnergy_upper hD hK hb.le).trans (le_of_eq ?_)
      ring

/-- If `α K` is the limit of `(m(x) + D) / x²` as `x → 0` for each `0 < K < D`, then `α K` tends
to minus infinity as `K` approaches `D > 0` from below. -/
theorem response_diverges {D : ℝ} (hD : 0 < D) (α : ℝ → ℝ)
    (hα : ∀ K, 0 < K → K < D →
      Tendsto (fun x => (minEnergy D K x + D) / x ^ 2) (𝓝[≠] 0) (𝓝 (α K))) :
    Tendsto α (𝓝[<] D) atBot := by
  refine tendsto_atBot.2 fun b => ?_
  have hc : Continuous (fun K : ℝ => (D - K) * (2 * (|b| + 1))) := by fun_prop
  have e1 : ∀ᶠ K in 𝓝 D, (D - K) * (2 * (|b| + 1)) < 1 :=
    (hc.tendsto D).eventually_lt_const (by simp)
  have e2 : ∀ᶠ K in 𝓝 D, 0 < K := lt_mem_nhds hD
  filter_upwards [self_mem_nhdsWithin, e1.filter_mono nhdsWithin_le_nhds,
    e2.filter_mono nhdsWithin_le_nhds] with K hK h1 h0
  have hKD : K < D := hK
  have hd : 0 < D - K := sub_pos.2 hKD
  rw [tendsto_nhds_unique (hα K h0 hKD) (static_response hD.le hKD).2,
    div_le_iff₀ (by positivity)]
  have hb : 0 ≤ b + |b| := by linarith [neg_abs_le b]
  nlinarith [mul_nonneg hb hd.le]

/-- At the instability `K = D > 0` the energy gain is no longer quadratic in the perturbation:
`(m(x) + D) / x²` tends to minus infinity as `x → 0`. -/
theorem critical_response {D : ℝ} (hD : 0 < D) :
    Tendsto (fun x => (minEnergy D D x + D) / x ^ 2) (𝓝[≠] 0) atBot := by
  refine tendsto_atBot.2 fun b => ?_
  obtain ⟨M, hM, hb⟩ : ∃ M : ℝ, 0 < M ∧ -M ≤ b :=
    ⟨|b| + 1, by positivity, by linarith [neg_abs_le b]⟩
  have c1 : Continuous (fun x : ℝ => |2 * M * x|) := by fun_prop
  have c2 : Continuous (fun x : ℝ => 8 * D * M ^ 3 * x ^ 2) := by fun_prop
  have e1 : ∀ᶠ x in 𝓝 (0 : ℝ), |2 * M * x| < 1 :=
    (c1.tendsto 0).eventually_lt_const (by simp)
  have e2 : ∀ᶠ x in 𝓝 (0 : ℝ), 8 * D * M ^ 3 * x ^ 2 < 1 :=
    (c2.tendsto 0).eventually_lt_const (by simp)
  filter_upwards [self_mem_nhdsWithin, e1.filter_mono nhdsWithin_le_nhds,
    e2.filter_mono nhdsWithin_le_nhds] with x hx h1 h2
  have hx0 : x ≠ 0 := hx
  have hx2 : 0 < x ^ 2 := by positivity
  refine le_trans ?_ hb
  rw [div_le_iff₀ hx2]
  -- the trial rotation with sine `2 M x` already gains `M x²`
  have ht := minEnergy_le_trial D x hD.le h1.le
  have hq : 0 ≤ M * x ^ 2 * (1 - 8 * D * M ^ 3 * x ^ 2) :=
    mul_nonneg (by positivity) (by linarith)
  refine ht.trans ?_
  linarith

end

end MeanFieldResponse
```

```lean
#print axioms MeanFieldResponse.orbital_hessian
#print axioms MeanFieldResponse.static_response
#print axioms MeanFieldResponse.response_diverges
#print axioms MeanFieldResponse.critical_response
```

```
'MeanFieldResponse.orbital_hessian' depends on axioms: [propext, Classical.choice, Quot.sound]
'MeanFieldResponse.static_response' depends on axioms: [propext, Classical.choice, Quot.sound]
'MeanFieldResponse.response_diverges' depends on axioms: [propext, Classical.choice, Quot.sound]
'MeanFieldResponse.critical_response' depends on axioms: [propext, Classical.choice, Quot.sound]
```

## From the bounds to the limits

`minEnergy_isLeast` shows that the infimum is attained: a continuous periodic function has compact range. `orbital_hessian` checks the slope and the curvature by the rules of differentiation.

`minEnergy_lower` takes a minimising angle. There `h1` is the trigonometric identity, `h3` the completed square, and `linarith` combines them. `minEnergy_le_trial` inserts the arcsine angle; `hp` and `hs` carry the polynomial comparison and `hc` takes the square root. `minEnergy_upper` substitutes $y=x/(D-K)$.

`static_response` applies the squeeze theorem. Its upper bound is needed only near zero, so `filter_upwards` restricts $x$ to a ball of radius $D-K$.

`response_diverges` identifies `α K` with $-1/(2(D-K))$ by uniqueness of limits, then takes $K$ close enough to $D$ to pass below any given `b`. `critical_response` picks $M$ with $-M\le b$ and uses the trial rotation $y=2Mx$.
